# A bound on the high-kinetic-energy tail of an ultrasoft eigenvector in a finite plane-wave basis

A plane-wave calculation with ultrasoft pseudopotentials expands each state in the plane waves up to a kinetic-energy cutoff. Given an eigenvector computed in a large basis, how much of it lies at or above some lower cutoff \(E_c\)? If \(E_c\) lies above the eigenvalue \(e\), the tail is bounded in terms of the distance \(E_c-e\) and a number \(w\) that bounds the combined effect of the potential and overlap terms.

In Lean 4 with Mathlib:

```lean
import Mathlib

open Matrix

namespace UltrasoftPlaneWaveTail

noncomputable section

variable {n : Type*} [Fintype n]
```

## Plane-wave coefficients and the eigenvalue equation

The finite type `n` labels the plane waves \(G\), and \(\psi\) is the vector of complex coefficients \(\psi_G\), with \(\|\psi\|^2=\sum_G|\psi_G|^2\). This is the Euclidean norm, not the one weighted by the ultrasoft overlap. A matrix \(M\) acts by \((M\psi)_G=\sum_{G'}M_{GG'}\psi_{G'}\). Making it a continuous linear map gives it the operator norm, the smallest \(c\ge0\) with \(\|Mv\|\le c\|v\|\) for all \(v\).

```lean
/-- The operator on plane-wave coefficient vectors given by a matrix `M`. -/
def planeWaveOp (M : Matrix n n ℂ) : EuclideanSpace ℂ n →L[ℂ] EuclideanSpace ℂ n :=
  LinearMap.toContinuousLinearMap
    { toFun := fun v => WithLp.toLp 2 (M *ᵥ v.ofLp)
      map_add' := by
        intro u v
        ext G
        simp [Matrix.mulVec_add]
      map_smul' := by
        intro c v
        ext G
        simp [Matrix.mulVec_smul] }
```

Let \(T_G\) be the real kinetic energy of wave \(G\). The tail \(\psi^{>}\) keeps \(\psi_G\) where \(T_G\ge E_c\) and is zero elsewhere; a wave exactly at the cutoff belongs to it.

```lean
/-- The part of `ψ` on plane waves whose kinetic energy is at least the cutoff `Ec`. -/
def highPart (T : n → ℝ) (Ec : ℝ) (ψ : EuclideanSpace ℂ n) : EuclideanSpace ℂ n :=
  WithLp.toLp 2 (fun G => if Ec ≤ T G then ψ G else 0)
```

With potential matrix \(W\), including the nonlocal part, and overlap operator \(1+A\), where \(A\) is the augmentation, the state obeys

\[(T+W)\psi=e(1+A)\psi,\qquad e\in\mathbb R.\]

`IsUltrasoftState` states this equation and nothing more. \(W\) and \(A\) may be any complex matrices, so the Hermitian matrices of practice are included, and \(T_G\) may be any real numbers.

```lean
/-- The ultrasoft eigenvalue equation `(T + W) ψ = e (1 + A) ψ`, with diagonal kinetic
energy `T`, potential `W` and overlap augmentation `A`. -/
def IsUltrasoftState [DecidableEq n] (T : n → ℝ) (W A : Matrix n n ℂ) (e : ℝ)
    (ψ : EuclideanSpace ℂ n) : Prop :=
  (Matrix.diagonal (fun G => (T G : ℂ)) + W) *ᵥ ψ.ofLp = (e : ℂ) • ((1 + A) *ᵥ ψ.ofLp)
```

The coefficients of the operator's output are those of the matrix-vector product, by definition.

```lean
/-- The coefficients of `M ψ` are those of the matrix-vector product. -/
theorem planeWaveOp_apply (M : Matrix n n ℂ) (ψ : EuclideanSpace ℂ n) (G : n) :
    (planeWaveOp M ψ) G = (M *ᵥ ψ.ofLp) G := rfl
```

## One equation per plane wave

The \(G\) component of the eigenvalue equation is

\[T_G\psi_G+(W\psi)_G=e\psi_G+e(A\psi)_G .\]

Moving the kinetic term to the right and the augmentation term to the left gives

\[(e-T_G)\psi_G=\big((W-eA)\psi\big)_G .\]

The two `simp only` calls write out the components, and `linear_combination` does the rearrangement.

```lean
variable [DecidableEq n] {T : n → ℝ} {W A : Matrix n n ℂ} {e w Ec : ℝ}
  {ψ : EuclideanSpace ℂ n}

/-- For an ultrasoft eigenstate, each coefficient times `e - T_G` equals the corresponding
coefficient of `(W - e A) ψ`. -/
theorem coefficient_equation (h : IsUltrasoftState T W A e ψ) (G : n) :
    ((e - T G : ℝ) : ℂ) * ψ G = ((W - (e : ℂ) • A) *ᵥ ψ.ofLp) G := by
  have hG := congrFun h G
  simp only [Matrix.add_mulVec, Matrix.one_mulVec, Pi.add_apply, Pi.smul_apply,
    smul_eq_mul, Matrix.mulVec_diagonal] at hG
  simp only [Matrix.sub_mulVec, Matrix.smul_mulVec, Pi.sub_apply, Pi.smul_apply,
    smul_eq_mul]
  push_cast
  linear_combination -hG
```

Now assume \(\|W-eA\|\le w\). This number bounds the factor by which the potential, corrected for the overlap at energy \(e\), can lengthen a coefficient vector. It is an input, not derived from a particular pseudopotential, and it may depend on \(e\) and on the basis. Taking squared moduli and summing,

\[\sum_G(T_G-e)^2|\psi_G|^2=\|(W-eA)\psi\|^2\le(w\|\psi\|)^2 .\]

In the proof, `le_opNorm` supplies the inequality and `coefficient_equation` the equality.

```lean
/-- If `W - e A` has operator norm at most `w`, the weights of an ultrasoft eigenstate satisfy
`∑ (T_G - e)² |ψ_G|² ≤ (w ‖ψ‖)²`. -/
theorem weighted_sum_le (h : IsUltrasoftState T W A e ψ)
    (hw : ‖planeWaveOp (W - (e : ℂ) • A)‖ ≤ w) :
    ∑ G, (T G - e) ^ 2 * ‖ψ G‖ ^ 2 ≤ (w * ‖ψ‖) ^ 2 := by
  have h2 : ‖planeWaveOp (W - (e : ℂ) • A) ψ‖ ≤ w * ‖ψ‖ :=
    ((planeWaveOp (W - (e : ℂ) • A)).le_opNorm ψ).trans
      (mul_le_mul_of_nonneg_right hw (norm_nonneg _))
  calc ∑ G, (T G - e) ^ 2 * ‖ψ G‖ ^ 2
      = ‖planeWaveOp (W - (e : ℂ) • A) ψ‖ ^ 2 := by
        rw [EuclideanSpace.norm_sq_eq]
        refine Finset.sum_congr rfl fun G _ => ?_
        rw [planeWaveOp_apply, ← coefficient_equation h G, norm_mul, mul_pow,
          Complex.norm_real, Real.norm_eq_abs, sq_abs]
        ring
    _ ≤ (w * ‖ψ‖) ^ 2 := pow_le_pow_left₀ (norm_nonneg _) h2 2
```

## The tail above the cutoff

Let \(E_c>e\). Where \(T_G\ge E_c\), we have \((T_G-e)^2\ge(E_c-e)^2\); the remaining terms of the sum are non-negative. Hence

\[(E_c-e)^2\|\psi^{>}\|^2\le\sum_G(T_G-e)^2|\psi_G|^2\le(w\|\psi\|)^2,\]

and taking square roots,

\[\|\psi^{>}\|\le\frac{w\|\psi\|}{E_c-e}.\]

The step `key` is the first inequality, checked term by term with `split_ifs`; `sq_le_sq₀` takes the root.

```lean
/-- Let `ψ` be an ultrasoft eigenstate with eigenvalue `e`, and let `W - e A` have operator norm
at most `w`. For a cutoff `Ec > e`, the part of `ψ` with `T_G ≥ Ec` has norm at most
`w ‖ψ‖ / (Ec - e)`. -/
theorem norm_highPart_le (h : IsUltrasoftState T W A e ψ)
    (hw : ‖planeWaveOp (W - (e : ℂ) • A)‖ ≤ w) (hE : e < Ec) :
    ‖highPart T Ec ψ‖ ≤ w * ‖ψ‖ / (Ec - e) := by
  have hd : 0 < Ec - e := sub_pos.mpr hE
  have hw0 : 0 ≤ w := (norm_nonneg _).trans hw
  -- above the cutoff every weight is at least `(Ec - e)²`
  have key : (Ec - e) ^ 2 * ‖highPart T Ec ψ‖ ^ 2 ≤ ∑ G, (T G - e) ^ 2 * ‖ψ G‖ ^ 2 := by
    rw [EuclideanSpace.norm_sq_eq, Finset.mul_sum]
    refine Finset.sum_le_sum fun G _ => ?_
    change (Ec - e) ^ 2 * ‖(if Ec ≤ T G then ψ G else 0 : ℂ)‖ ^ 2 ≤ _
    split_ifs with hG
    · exact mul_le_mul_of_nonneg_right
        (pow_le_pow_left₀ hd.le (by linarith) 2) (sq_nonneg _)
    · have h0 := mul_nonneg (sq_nonneg (T G - e)) (sq_nonneg ‖ψ G‖)
      rw [norm_zero]
      linarith
  rw [le_div_iff₀ hd]
  refine (sq_le_sq₀ (mul_nonneg (norm_nonneg _) hd.le)
    (mul_nonneg hw0 (norm_nonneg _))).mp ?_
  calc (‖highPart T Ec ψ‖ * (Ec - e)) ^ 2
      = (Ec - e) ^ 2 * ‖highPart T Ec ψ‖ ^ 2 := by ring
    _ ≤ (w * ‖ψ‖) ^ 2 := key.trans (weighted_sum_le h hw)
```

The smallest non-trivial case is a single plane wave with \(T>e\) and \(\psi\neq0\). The equation then forces \(|W-eA|=T-e\). With \(w=T-e\) and \(E_c=T\), the bound reads \(\|\psi\|\le\|\psi\|\), an equality.

The same weighted sum controls the tail's kinetic energy measured from \(e\). For \(T_G\ge E_c\), \((T_G-e)(E_c-e)\le(T_G-e)^2\), so

\[\sum_G(T_G-e)|\psi^{>}_G|^2\le\frac{(w\|\psi\|)^2}{E_c-e}.\]

```lean
/-- Let `ψ` be an ultrasoft eigenstate with eigenvalue `e`, and let `W - e A` have operator norm at
most `w`. For a cutoff `Ec > e`, the sum of `(T_G - e) |ψ_G|²` over the plane waves with `T_G ≥ Ec`
is at most `(w ‖ψ‖)² / (Ec - e)`. -/
theorem kinetic_excess_le (h : IsUltrasoftState T W A e ψ)
    (hw : ‖planeWaveOp (W - (e : ℂ) • A)‖ ≤ w) (hE : e < Ec) :
    ∑ G, (T G - e) * ‖highPart T Ec ψ G‖ ^ 2 ≤ (w * ‖ψ‖) ^ 2 / (Ec - e) := by
  have hd : 0 < Ec - e := sub_pos.mpr hE
  rw [le_div_iff₀ hd, Finset.sum_mul]
  refine le_trans (Finset.sum_le_sum fun G _ => ?_) (weighted_sum_le h hw)
  change (T G - e) * ‖(if Ec ≤ T G then ψ G else 0 : ℂ)‖ ^ 2 * (Ec - e) ≤ _
  split_ifs with hG
  · -- one factor `T_G - e` is traded for `Ec - e`, which is no larger
    have h1 : (T G - e) * (Ec - e) ≤ (T G - e) ^ 2 := by nlinarith
    have h2 := mul_le_mul_of_nonneg_right h1 (sq_nonneg ‖ψ G‖)
    linarith
  · have h0 := mul_nonneg (sq_nonneg (T G - e)) (sq_nonneg ‖ψ G‖)
    rw [norm_zero]
    linarith
```

For a tolerance \(\delta>0\) and a cutoff \(E_c>e\), the condition \(E_c\ge e+w/\delta\) means \(w\le\delta(E_c-e)\), and the tail bound becomes \(\|\psi^{>}\|\le\delta\|\psi\|\). The condition is sufficient, not necessary: the tail may already be this small at a much lower cutoff. The bound concerns truncating a vector already solved for in the full finite basis; it does not estimate the error of solving again in the smaller one.

```lean
/-- For an ultrasoft eigenstate with `W - e A` of operator norm at most `w`, and a tolerance
`δ > 0`, any cutoff `Ec > e` with `Ec ≥ e + w / δ` leaves a part of norm at most `δ ‖ψ‖`
at or above it. -/
theorem cutoff_for_tolerance {δ : ℝ} (h : IsUltrasoftState T W A e ψ)
    (hw : ‖planeWaveOp (W - (e : ℂ) • A)‖ ≤ w) (hE : e < Ec) (hδ : 0 < δ)
    (hc : e + w / δ ≤ Ec) :
    ‖highPart T Ec ψ‖ ≤ δ * ‖ψ‖ := by
  have hd : 0 < Ec - e := sub_pos.mpr hE
  have h1 : w ≤ (Ec - e) * δ := (div_le_iff₀ hδ).mp (by linarith)
  refine (norm_highPart_le h hw hE).trans ((div_le_iff₀ hd).mpr ?_)
  have h2 := mul_le_mul_of_nonneg_right h1 (norm_nonneg ψ)
  linarith
```

## Two plane waves that attain the bound

Take kinetic energies 1 and 6, \(e=1\), and

\[W=\tfrac15\begin{pmatrix}9&-12\\-12&-4\end{pmatrix},\quad A=\begin{pmatrix}0&0\\0&1\end{pmatrix},\quad \psi=\begin{pmatrix}4\\3\end{pmatrix}.\]

```lean
/-- Kinetic energies 1 and 6 of a two-wave model. -/
def modelT : Fin 2 → ℝ := ![1, 6]

/-- Potential matrix of the two-wave model. -/
def modelW : Matrix (Fin 2) (Fin 2) ℂ := !![9/5, -12/5; -12/5, -4/5]

/-- Overlap augmentation of the two-wave model. -/
def modelA : Matrix (Fin 2) (Fin 2) ℂ := !![0, 0; 0, 1]

/-- The coefficient vector (4, 3) of the two-wave model. -/
def modelState : EuclideanSpace ℂ (Fin 2) := WithLp.toLp 2 ![4, 3]
```

Both matrices are Hermitian, and the overlap \(1+A=\mathrm{diag}(1,2)\) is positive. Here

\[W-A=\tfrac35\begin{pmatrix}3&-4\\-4&-3\end{pmatrix},\qquad (W-A)\psi=\begin{pmatrix}0\\-15\end{pmatrix},\]

which matches \((e-T_G)\psi_G=(0\cdot4,\,-5\cdot3)\). Since \(W-A\) is three times a reflection, \(w=3\) is allowed. At \(E_c=6\) the tail has norm 3 and \(\|\psi\|=5\), so the bound \(3\cdot5/(6-1)=3\) is attained. For the vector scaled to unit Euclidean norm, \((4/5,3/5)\), the tail norm is \(3/5\). The constant in the tail bound therefore cannot be lowered, even for Hermitian matrices with non-zero augmentation.

The proof checks the matrices entry by entry. For the operator norm it expands \(\|(W-A)v\|^2=9\|v\|^2\) in real and imaginary parts for arbitrary \(v\).

```lean
/-- The two-wave model has Hermitian `W` and `A`, the eigenvalue 1 and `‖W - A‖ ≤ 3`, and at
the cutoff 6 its tail attains the bound `w ‖ψ‖ / (Ec - e)` with `w = 3`. -/
theorem norm_highPart_le_witness :
    modelW.IsHermitian ∧ modelA.IsHermitian ∧
    IsUltrasoftState modelT modelW modelA 1 modelState ∧
    ‖planeWaveOp (modelW - ((1 : ℝ) : ℂ) • modelA)‖ ≤ 3 ∧
    ‖highPart modelT 6 modelState‖ = 3 * ‖modelState‖ / (6 - 1) := by
  refine ⟨?_, ?_, ?_, ?_, ?_⟩
  · ext i j
    fin_cases i <;> fin_cases j <;> simp [modelW, Matrix.conjTranspose_apply]
  · ext i j
    fin_cases i <;> fin_cases j <;> simp [modelA, Matrix.conjTranspose_apply]
  · unfold IsUltrasoftState
    ext i
    fin_cases i <;>
      simp [modelT, modelW, modelA, modelState, Matrix.mulVec, dotProduct,
        Fin.sum_univ_two, Matrix.diagonal_apply] <;> norm_num
  · -- `W - A` is three times a reflection, so it scales every norm by 3
    refine ContinuousLinearMap.opNorm_le_bound _ (by norm_num) fun v => ?_
    refine (sq_le_sq₀ (norm_nonneg _) (by positivity)).mp ?_
    have h0 : (planeWaveOp (modelW - ((1 : ℝ) : ℂ) • modelA) v) 0
        = ((9/5 : ℝ) : ℂ) * v 0 + ((-12/5 : ℝ) : ℂ) * v 1 := by
      rw [planeWaveOp_apply]
      simp [modelW, modelA, Matrix.mulVec, dotProduct, Fin.sum_univ_two]
    have h1 : (planeWaveOp (modelW - ((1 : ℝ) : ℂ) • modelA) v) 1
        = ((-12/5 : ℝ) : ℂ) * v 0 + ((-9/5 : ℝ) : ℂ) * v 1 := by
      rw [planeWaveOp_apply]
      simp [modelW, modelA, Matrix.mulVec, dotProduct, Fin.sum_univ_two]
      -- the two coefficients of `v 1` agree
      exact Or.inl (by ring)
    rw [mul_pow, EuclideanSpace.norm_sq_eq, EuclideanSpace.norm_sq_eq,
      Fin.sum_univ_two, Fin.sum_univ_two, h0, h1]
    simp only [Complex.sq_norm, Complex.normSq_apply, Complex.add_re, Complex.add_im,
      Complex.re_ofReal_mul, Complex.im_ofReal_mul]
    apply le_of_eq
    ring
  · have h5 : ‖modelState‖ = 5 := by
      refine (sq_eq_sq₀ (norm_nonneg _) (by norm_num)).mp ?_
      rw [EuclideanSpace.norm_sq_eq, Fin.sum_univ_two]
      norm_num [modelState]
    have h3 : ‖highPart modelT 6 modelState‖ = 3 := by
      refine (sq_eq_sq₀ (norm_nonneg _) (by norm_num)).mp ?_
      rw [EuclideanSpace.norm_sq_eq, Fin.sum_univ_two]
      norm_num [highPart, modelT, modelState]
    rw [h5, h3]
    norm_num

end

end UltrasoftPlaneWaveTail
```

```lean
#print axioms UltrasoftPlaneWaveTail.kinetic_excess_le
#print axioms UltrasoftPlaneWaveTail.cutoff_for_tolerance
```

```
'UltrasoftPlaneWaveTail.kinetic_excess_le' depends on axioms: [propext, Classical.choice, Quot.sound]
'UltrasoftPlaneWaveTail.cutoff_for_tolerance' depends on axioms: [propext, Classical.choice, Quot.sound]
```
